# An operator with r product terms multiplies the Schmidt rank by at most r

Let a bipartite vector $\psi$ have coefficient matrix $C$, and let $G=\sum_{k<r}A_k\otimes B_k$ be a sum of $r$ product operators. Then $G\psi$ has coefficient matrix

$$C'=\sum_{k<r}A_k\,C\,B_k^{T},\qquad \operatorname{rank}C'\le r\,\operatorname{rank}C .$$

Both local spaces are finite-dimensional and complex. The $A_k$ and $B_k$ may be rectangular, so the local dimensions can change, and neither $G$ nor its terms need be unitary.

## Entanglement across a cut as a matrix rank

Choose an orthonormal basis $|i\rangle$ for the left part of a system and another, $|j\rangle$, for the right part. A pure state is then

$$\psi=\sum_{i,j}C_{ij}\,|i\rangle|j\rangle ,$$

and its amplitudes form the matrix $C$. A singular value decomposition of $C$ gives the Schmidt decomposition of $\psi$. The number of nonzero Schmidt coefficients, the Schmidt rank, is the rank of $C$. It is one for a nonzero product vector and larger for an entangled one. Multiplying $\psi$ by a nonzero number does not change it, so unnormalised vectors will do.

When a pure state of a finite chain is written without truncation as a matrix product state with open ends, the Schmidt rank across a cut between neighbouring sites is the smallest bond dimension possible there. The bound therefore limits how far one gate can raise that minimum.

## The statement in Lean's terms

The types `m` and `n` label the local basis states before the operator acts, and `m'` and `n'` label them afterwards. A vector is a function `ψ : m × n → ℂ`, with no normalisation required. Its matrix of amplitudes is `coeff ψ`, and `schmidtRank ψ` is defined as the rank of that matrix. The operator $G$ is `gate A B`, a sum of Kronecker products over `k : Fin r`, and it acts by matrix-vector multiplication, written `*ᵥ`.

The formula for $C'$ is `coeff_gate`. The transpose in it is a plain transpose, without complex conjugation. The rank bound is `schmidtRank_gate_le`:

`schmidtRank (gate A B *ᵥ ψ) ≤ r * schmidtRank ψ`

The number $r$ counts the terms of the given expansion, which need not be the shortest one. For $r=0$ the operator is zero and both sides vanish.

For a circuit, `schmidtRank_circuit_le` takes a sequence of vectors in which step $t$ applies an operator with $r_t$ terms. After $L$ steps the Schmidt rank is at most $\prod_{t<L}r_t$ times the initial one. Here the cut and the local dimensions stay fixed throughout.

The theorems concern pure states and a single bipartition. They bound the number of nonzero Schmidt coefficients but not their sizes, so they don't follow the entanglement entropy or a truncation error.

## Deriving the formula and the bound

For one product term, compare amplitudes:

$$\big((A\otimes B)\psi\big)_{ij}=\sum_{a,b}A_{ia}B_{jb}C_{ab}=\sum_{a,b}A_{ia}C_{ab}(B^{T})_{bj}=(ACB^{T})_{ij}.$$

The coefficient matrix depends linearly on the operator, so summing over $k$ gives $C'$.

Two facts about rank are needed. First, every vector $(P+Q)v=Pv+Qv$ lies in the sum of the ranges of $P$ and $Q$, so $\operatorname{rank}(P+Q)\le\operatorname{rank}P+\operatorname{rank}Q$. Second, multiplying by a matrix on either side cannot raise the rank, so

$$\operatorname{rank}(A_kCB_k^{T})\le\operatorname{rank}(A_kC)\le\operatorname{rank}C .$$

Together they give

$$\operatorname{rank}C'\le\sum_{k<r}\operatorname{rank}(A_kCB_k^{T})\le r\operatorname{rank}C .$$

Applying this once per step yields the circuit bound by induction on $L$; for $L=0$ the empty product is one.

If $\psi=a\otimes b$, then $C_{ij}=a_ib_j$. Every column is a multiple of $a$, so the rank is at most one, and $G\psi$ has Schmidt rank at most $r$.

## A two-qubit instance with numbers

Take $\psi=|0\rangle(|0\rangle+2|1\rangle)$ and $G=1\otimes1+X\otimes B$, where $X$ exchanges $|0\rangle$ and $|1\rangle$, and $B=3|1\rangle\langle0|$. Then

$$C=\begin{pmatrix}1&2\\0&0\end{pmatrix},\qquad
XCB^{T}=\begin{pmatrix}0&0\\1&2\end{pmatrix}\begin{pmatrix}0&3\\0&0\end{pmatrix}=\begin{pmatrix}0&0\\0&3\end{pmatrix},$$

$$C'=\begin{pmatrix}1&2\\0&3\end{pmatrix}.$$

The determinant of $C'$ is $3$, so the Schmidt rank has gone from one to two, as much as two terms allow. Acting on the kets directly gives the same vector, $|0\rangle|0\rangle+2|0\rangle|1\rangle+3|1\rangle|1\rangle$. The normalised input is $\psi/\sqrt5$ and the normalised output is $G\psi/\sqrt{14}$. With $B$ in place of $B^T$, the second term would have been $6|1\rangle|0\rangle$, which is wrong.

## Reaching the bound for every r and s

Start from $\sum_{i<s}|i\rangle|i\rangle$, whose coefficient matrix is the $s\times s$ identity. For $s\ge1$ the normalised state carries a factor $1/\sqrt s$. Let $V_k|j\rangle=|k\rangle|j\rangle$ attach an ancilla in the basis state $k<r$, and take $G=\sum_{k<r}V_k\otimes V_k$. The new coefficient matrix is $\sum_kV_kV_k^{T}$. With pairs $p$ and $q$ labelling ancilla and system together, its entries are

$$\sum_{k<r}\sum_{j<s}\delta_{p,(k,j)}\,\delta_{q,(k,j)}=\delta_{pq}.$$

This is the identity of size $rs$, so the Schmidt rank goes from $s$ to $rs$. For $r,s\ge1$ the normalised output carries a factor $1/\sqrt{rs}$.

The local dimension grows here from $s$ to $rs$. When the dimensions are fixed, they cap the rank as well: CNOT has a two-term expansion, but it cannot take a two-qubit state from Schmidt rank two to four.

## CNOT needs two terms

CNOT sends $|a\rangle|b\rangle$ to $|a\rangle|a+b\rangle$, with addition modulo two. Sorting by the control qubit gives

$$\mathrm{CNOT}=|0\rangle\langle0|\otimes1+|1\rangle\langle1|\otimes X .$$

It takes $(|0\rangle+|1\rangle)|0\rangle$ to $|0\rangle|0\rangle+|1\rangle|1\rangle$; with normalisation, both vectors carry a factor $1/\sqrt2$. The output has the identity as its coefficient matrix and hence Schmidt rank two. Since $r$ terms acting on a product vector give Schmidt rank at most $r$, every expansion of CNOT has at least two terms.

The same example shows what fails if the terms of $G$ are not required to be products. CNOT could then count as a single term, and the bound would allow only Schmidt rank $1\cdot1=1$ for an output that has Schmidt rank two.

## The Lean file

```lean
import Mathlib

open Matrix
open scoped Kronecker

namespace OperatorSchmidtGrowth

variable {m n m' n' : Type*}

/-- The coefficient matrix of a bipartite vector: its entry `i j` is the amplitude of `|i⟩|j⟩`. -/
def coeff (ψ : m × n → ℂ) : Matrix m n ℂ := Matrix.of fun i j => ψ (i, j)

/-- The Schmidt rank of a bipartite vector is the rank of its coefficient matrix. -/
noncomputable def schmidtRank [Fintype n] (ψ : m × n → ℂ) : ℕ := (coeff ψ).rank

/-- The bipartite operator `∑ k < r, A k ⊗ B k`. -/
noncomputable def gate {r : ℕ} (A : Fin r → Matrix m' m ℂ) (B : Fin r → Matrix n' n ℂ) :
    Matrix (m' × n') (m × n) ℂ := ∑ k, A k ⊗ₖ B k

/-- The product vector `a ⊗ b`. -/
def product (a : m → ℂ) (b : n → ℂ) : m × n → ℂ := fun p => a p.1 * b p.2

/-- A product operator `A ⊗ B` turns the coefficient matrix `C` into `A C Bᵀ`. -/
theorem coeff_kronecker [Fintype m] [Fintype n] (A : Matrix m' m ℂ) (B : Matrix n' n ℂ)
    (ψ : m × n → ℂ) : coeff ((A ⊗ₖ B) *ᵥ ψ) = A * coeff ψ * Bᵀ := by
  ext i j
  simp only [coeff, Matrix.of_apply, Matrix.mulVec, dotProduct, Matrix.kroneckerMap_apply,
    Matrix.mul_apply, Matrix.transpose_apply, Fintype.sum_prod_type, Finset.sum_mul]
  rw [Finset.sum_comm]
  exact Finset.sum_congr rfl fun b _ => Finset.sum_congr rfl fun a _ => by ring

/-- The operator `∑ k, A k ⊗ B k` turns the coefficient matrix `C` into `∑ k, A k C (B k)ᵀ`. -/
theorem coeff_gate [Fintype m] [Fintype n] {r : ℕ} (A : Fin r → Matrix m' m ℂ)
    (B : Fin r → Matrix n' n ℂ) (ψ : m × n → ℂ) :
    coeff (gate A B *ᵥ ψ) = ∑ k, A k * coeff ψ * (B k)ᵀ := by
  -- the coefficient matrix is linear in the operator
  have h : coeff (gate A B *ᵥ ψ) = ∑ k, coeff ((A k ⊗ₖ B k) *ᵥ ψ) := by
    ext i j
    simp only [coeff, gate, Matrix.of_apply, Matrix.sum_apply, Matrix.mulVec, dotProduct,
      Finset.sum_mul]
    exact Finset.sum_comm
  rw [h]
  exact Finset.sum_congr rfl fun k _ => coeff_kronecker (A k) (B k) ψ

/-- The rank of a finite sum of matrices is at most the sum of their ranks. -/
theorem rank_sum_le [Fintype m] [Fintype n] {ι : Type*} (s : Finset ι)
    (M : ι → Matrix m n ℂ) : (∑ k ∈ s, M k).rank ≤ ∑ k ∈ s, (M k).rank := by
  classical
  -- the range of a sum lies in the span of the two ranges
  have add (P Q : Matrix m n ℂ) : (P + Q).rank ≤ P.rank + Q.rank := by
    have h : LinearMap.range (P + Q).mulVecLin ≤
        LinearMap.range P.mulVecLin ⊔ LinearMap.range Q.mulVecLin := by
      rintro _ ⟨v, rfl⟩
      rw [Matrix.mulVecLin_add, LinearMap.add_apply]
      exact Submodule.add_mem_sup ⟨v, rfl⟩ ⟨v, rfl⟩
    exact (Submodule.finrank_mono h).trans
      (Submodule.finrank_add_le_finrank_add_finrank _ _)
  induction s using Finset.induction_on with
  | empty => simp
  | insert a s ha ih =>
    rw [Finset.sum_insert ha, Finset.sum_insert ha]
    exact (add _ _).trans (Nat.add_le_add_left ih _)

/-- An operator with `r` product terms multiplies the Schmidt rank of a bipartite vector
by at most `r`. -/
theorem schmidtRank_gate_le [Fintype m] [Fintype n] [Fintype m'] [Fintype n'] {r : ℕ}
    (A : Fin r → Matrix m' m ℂ) (B : Fin r → Matrix n' n ℂ) (ψ : m × n → ℂ) :
    schmidtRank (gate A B *ᵥ ψ) ≤ r * schmidtRank ψ := by
  unfold schmidtRank
  rw [coeff_gate]
  calc (∑ k, A k * coeff ψ * (B k)ᵀ).rank
      ≤ ∑ k, (A k * coeff ψ * (B k)ᵀ).rank := rank_sum_le _ _
    _ ≤ ∑ _k : Fin r, (coeff ψ).rank := Finset.sum_le_sum fun k _ =>
        (Matrix.rank_mul_le_left _ _).trans (Matrix.rank_mul_le_right _ _)
    _ = r * (coeff ψ).rank := by simp

/-- In a circuit whose step `t` has `r t` product terms, the Schmidt rank after `L` steps is at
most the initial one times the product of the `r t` with `t < L`. -/
theorem schmidtRank_circuit_le [Fintype m] [Fintype n] (r : ℕ → ℕ)
    (A : ∀ t, Fin (r t) → Matrix m m ℂ) (B : ∀ t, Fin (r t) → Matrix n n ℂ)
    (ψ : ℕ → m × n → ℂ) (step : ∀ t, ψ (t + 1) = gate (A t) (B t) *ᵥ ψ t) (L : ℕ) :
    schmidtRank (ψ L) ≤ (∏ t ∈ Finset.range L, r t) * schmidtRank (ψ 0) := by
  induction L with
  | zero => simp
  | succ L ih =>
    rw [step, Finset.prod_range_succ]
    calc schmidtRank (gate (A L) (B L) *ᵥ ψ L)
        ≤ r L * schmidtRank (ψ L) := schmidtRank_gate_le _ _ _
      _ ≤ r L * ((∏ t ∈ Finset.range L, r t) * schmidtRank (ψ 0)) :=
          Nat.mul_le_mul_left _ ih
      _ = (∏ t ∈ Finset.range L, r t) * r L * schmidtRank (ψ 0) := by ring

/-- The unnormalised vector `∑ i, |i⟩|i⟩`: its amplitude is one on equal labels and zero otherwise.
-/
def pairState (m : Type*) [DecidableEq m] : m × m → ℂ := fun p => if p.1 = p.2 then 1 else 0

/-- The local operator `|j⟩ ↦ |k⟩|j⟩`, which attaches an ancilla in the basis state `k`. -/
def attach (r s : ℕ) (k : Fin r) : Matrix (Fin r × Fin s) (Fin s) ℂ :=
  Matrix.of fun p j => if p = (k, j) then 1 else 0

/-- The coefficient matrix of `∑ i, |i⟩|i⟩` is the identity. -/
theorem coeff_pairState [DecidableEq m] : coeff (pairState m) = 1 := by
  ext i j
  simp [coeff, pairState, Matrix.one_apply]

/-- The bound is sharp for all `r` and `s`: attaching equal ancilla states on both sides, summed
over `r` states, takes `∑ i, |i⟩|i⟩` from Schmidt rank `s` to `r * s`. -/
theorem schmidtRank_gate_sharp (r s : ℕ) :
    schmidtRank (pairState (Fin s)) = s ∧
    schmidtRank (gate (attach r s) (attach r s) *ᵥ pairState (Fin s)) = r * s := by
  have h : coeff (gate (attach r s) (attach r s) *ᵥ pairState (Fin s)) = 1 := by
    rw [coeff_gate, coeff_pairState]
    simp only [Matrix.mul_one]
    ext p q
    simp only [Matrix.sum_apply, Matrix.mul_apply, Matrix.transpose_apply, attach,
      Matrix.of_apply]
    -- the sums over ancilla and system combine into one sum over pairs
    refine (Fintype.sum_prod_type (fun x : Fin r × Fin s =>
      (if p = x then (1 : ℂ) else 0) * (if q = x then 1 else 0))).symm.trans ?_
    by_cases hpq : p = q
    · subst hpq
      simp
    · simp [hpq]
  constructor
  · rw [schmidtRank, coeff_pairState, Matrix.rank_one, Fintype.card_fin]
  · rw [schmidtRank, h, Matrix.rank_one, Fintype.card_prod, Fintype.card_fin, Fintype.card_fin]

/-- Acting on a product vector, an operator with `r` product terms creates Schmidt rank
at most `r`. -/
theorem schmidtRank_gate_product_le [Fintype m] [Fintype n] [Fintype m'] [Fintype n'] {r : ℕ}
    (A : Fin r → Matrix m' m ℂ) (B : Fin r → Matrix n' n ℂ) (a : m → ℂ) (b : n → ℂ) :
    schmidtRank (gate A B *ᵥ product a b) ≤ r := by
  -- the coefficient matrix of a product vector is an outer product
  have h : schmidtRank (product a b) ≤ 1 := Matrix.rank_vecMulVec_le a b
  calc schmidtRank (gate A B *ᵥ product a b)
      ≤ r * schmidtRank (product a b) := schmidtRank_gate_le _ _ _
    _ ≤ r * 1 := Nat.mul_le_mul_left _ h
    _ = r := Nat.mul_one r

/-- The CNOT gate `|a⟩|b⟩ ↦ |a⟩|a + b⟩`, with addition modulo two. -/
def cnot : Matrix (Fin 2 × Fin 2) (Fin 2 × Fin 2) ℂ :=
  Matrix.of fun p q => if p = (q.1, q.1 + q.2) then 1 else 0

/-- CNOT is the sum of two product terms, `|0⟩⟨0| ⊗ 1 + |1⟩⟨1| ⊗ X`. -/
theorem cnot_eq_gate :
    cnot = gate ![!![1, 0; 0, 0], !![0, 0; 0, 1]] ![!![1, 0; 0, 1], !![0, 1; 1, 0]] := by
  ext ⟨i, j⟩ ⟨k, l⟩
  fin_cases i <;> fin_cases j <;> fin_cases k <;> fin_cases l <;>
    simp [cnot, gate, Fin.sum_univ_two, Matrix.kroneckerMap_apply]

/-- Every expansion of CNOT into product terms has at least two terms. -/
theorem two_le_of_cnot_eq_gate {r : ℕ} (A B : Fin r → Matrix (Fin 2) (Fin 2) ℂ)
    (h : cnot = gate A B) : 2 ≤ r := by
  -- CNOT sends (|0⟩ + |1⟩)|0⟩ to |0⟩|0⟩ + |1⟩|1⟩
  have hc : coeff (cnot *ᵥ product ![1, 1] ![1, 0]) = 1 := by
    rw [cnot_eq_gate, coeff_gate]
    ext i j
    simp only [Fin.sum_univ_two, Matrix.add_apply, Matrix.mul_apply, Matrix.transpose_apply,
      coeff, product, Matrix.of_apply]
    fin_cases i <;> fin_cases j <;> simp
  have hr := schmidtRank_gate_product_le A B ![1, 1] ![1, 0]
  rw [← h, schmidtRank, hc, Matrix.rank_one, Fintype.card_fin] at hr
  exact hr

end OperatorSchmidtGrowth
```

```lean
#print axioms OperatorSchmidtGrowth.schmidtRank_circuit_le
-- 'OperatorSchmidtGrowth.schmidtRank_circuit_le' depends on axioms: [propext, Classical.choice, Quot.sound]
#print axioms OperatorSchmidtGrowth.schmidtRank_gate_sharp
-- 'OperatorSchmidtGrowth.schmidtRank_gate_sharp' depends on axioms: [propext, Classical.choice, Quot.sound]
#print axioms OperatorSchmidtGrowth.schmidtRank_gate_product_le
-- 'OperatorSchmidtGrowth.schmidtRank_gate_product_le' depends on axioms: [propext, Classical.choice, Quot.sound]
#print axioms OperatorSchmidtGrowth.two_le_of_cnot_eq_gate
-- 'OperatorSchmidtGrowth.two_le_of_cnot_eq_gate' depends on axioms: [propext, Classical.choice, Quot.sound]
```

## From amplitudes to the rank bound in Lean

`coeff_kronecker` is the comparison of amplitudes. After `ext i j`, the `simp only` call writes both sides as double sums. `Finset.sum_comm` puts the sums in the same order, and `ring` rearranges the three factors in each summand. In `coeff_gate`, the intermediate statement `h` expresses linearity in the operator, and the one-term result is then applied for each `k`.

`rank_sum_le` first proves the case of two matrices, under the local name `add`. There `h` is the inclusion of ranges used in the derivation, and the two `Submodule` lemmas that follow turn it into an inequality of dimensions. Induction over the finite index set extends this to any finite sum.

The `calc` block in `schmidtRank_gate_le` has three lines. The first splits the rank of the sum. The second removes $B_k^T$ with `Matrix.rank_mul_le_left` and then $A_k$ with `Matrix.rank_mul_le_right`. The third adds up $r$ equal numbers. `schmidtRank_circuit_le` uses this theorem in its induction step, where `Finset.prod_range_succ` splits off the factor of the last gate.

## The sharp case and CNOT in Lean

The vector $\sum_i|i\rangle|i\rangle$ is `pairState`, and $V_k$ is `attach r s k`. In `schmidtRank_gate_sharp`, the statement `h` says that the output has the identity as its coefficient matrix. Its proof merges the sums over $k$ and $j$ into one sum over pairs `x`, then treats $p=q$ and $p\ne q$ separately. The ranks $s$ and $rs$ are the sizes of the two identity matrices.

In `schmidtRank_gate_product_le`, Mathlib's rank bound for an outer product supplies the factor one, and the general theorem supplies the factor $r$.

`cnot` is defined by its action on basis states, so its two-term expansion is a theorem, `cnot_eq_gate`, proved by checking all sixteen matrix entries. `two_le_of_cnot_eq_gate` starts from an arbitrary expansion `h : cnot = gate A B`. It uses the known two-term expansion to compute the output's coefficient matrix, which is the identity (`hc`), and the arbitrary one to bound that output's Schmidt rank by $r$ (`hr`). Rewriting `hr` with `h` and `hc` leaves $2\le r$.
